# Infinite variance of g/w under sampling from |w|, for continuous w and g with g ≠ 0 at a simple zero of w

Let w and g be real functions on [-1,1]. The function w is a weight that may change sign, and points are drawn from its absolute value. The total mass of |w| is

Z = ∫ |w(x)| dx, taken over [-1,1],

and the sampling law has density |w(x)|/Z on [-1,1]. The estimator is the function g/w evaluated at a sampled point, and E denotes the average over the sampling law. A simple zero at the origin means that w(0) = 0 and that the derivative k = w′(0) exists and is nonzero. No derivative is required at any other point, and w may have further zeros.

In Lean, w and g are functions `ℝ → ℝ`, and only their behaviour on `Icc (-1) 1` matters. The hypothesis `HasDerivAt w k 0` says that w has derivative k at 0. Lean sets a/0 = 0, which gives the estimator the value 0 at zeros of w; these points have sampling probability zero.

This is a one-dimensional model of a difficulty in quantum Monte Carlo with sign-changing weights: w plays the part of a real determinant, and g that of the product of weight and observable, which can stay finite and nonzero where the determinant vanishes. In such a calculation the observable is also multiplied by the sign of w before averaging over |w|. The estimator g/w leaves this sign out; it affects the mean but not the second moment.

```lean
import Mathlib

open MeasureTheory Set Filter Topology
open scoped ENNReal

noncomputable section

namespace WeightZeroInfiniteVariance
```

The mass Z is `weightMass w`. It is an integral with values in [0,∞], written `∫⁻`, so an infinite value is recorded as `∞`.

```lean
/-- The total mass of the absolute weight `|w|` on `[-1,1]`. -/
def weightMass (w : ℝ → ℝ) : ℝ≥0∞ :=
  ∫⁻ x in Icc (-1 : ℝ) 1, ENNReal.ofReal |w x|
```

The sampling law is Lebesgue measure restricted to [-1,1], given the density |w| and multiplied by 1/Z.

```lean
/-- The law of a sample point on `[-1,1]` drawn with density `|w|` divided by its total mass. -/
def samplingLaw (w : ℝ → ℝ) : Measure ℝ :=
  (weightMass w)⁻¹ •
    (volume.restrict (Icc (-1 : ℝ) 1)).withDensity (fun x => ENNReal.ofReal |w x|)
```

## (a) The weight is squeezed between two linear functions

**Task.** Let w have a simple zero at the origin with derivative k. Show that, for all x ≠ 0 close enough to 0,

(|k|/2) |x| ≤ |w(x)| ≤ (|k| + 1) |x|.

**Solution.** Since w(0) = 0, the difference quotient at the origin is w(x)/x, and it tends to k as x → 0. Taking absolute values gives

|w(x)|/|x| → |k|.

Because k ≠ 0, the limit lies strictly between |k|/2 and |k| + 1. The quotient therefore lies between these numbers for small x ≠ 0, and multiplication by |x| gives the claim.

In Lean, "for all x ≠ 0 close enough to 0" is `∀ᶠ x in 𝓝[≠] (0 : ℝ)`. The proof takes the limit of the slope from `hasDerivAt_iff_tendsto_slope`, extracts the two strict inequalities, and clears the denominator |x| in each.

```lean
/-- Near a simple zero at the origin, the absolute weight lies between two multiples of the
distance to the zero. -/
theorem weight_linear_bounds {w : ℝ → ℝ} {k : ℝ} (hw : HasDerivAt w k 0) (hw0 : w 0 = 0)
    (hk : k ≠ 0) :
    ∀ᶠ x in 𝓝[≠] (0 : ℝ), |k| / 2 * |x| ≤ |w x| ∧ |w x| ≤ (|k| + 1) * |x| := by
  have hk' : 0 < |k| := abs_pos.mpr hk
  have ht := (hasDerivAt_iff_tendsto_slope.mp hw).abs
  filter_upwards [ht.eventually (lt_mem_nhds (show |k| / 2 < |k| by linarith)),
    ht.eventually (gt_mem_nhds (show |k| < |k| + 1 by linarith)),
    self_mem_nhdsWithin] with x h1 h2 hx
  have hx' : 0 < |x| := abs_pos.mpr hx
  rw [slope_def_field, hw0, sub_zero, sub_zero, abs_div] at h1 h2
  exact ⟨((lt_div_iff₀ hx').mp h1).le, ((div_lt_iff₀ hx').mp h2).le⟩
```

## (b) The function g²/|w| is not integrable

**Task.** Let w have a simple zero at the origin, and let g be continuous at 0 with g(0) ≠ 0. Show that g²/|w| is not integrable on [-1,1].

**Solution.** By continuity, g(x)² > g(0)²/2 near the origin. By (a), |w(x)| is positive and at most (|k| + 1)|x| for small x ≠ 0. Hence there is a δ with 0 < δ < 1 such that, for 0 < |x| < δ,

g(x)²/|w(x)| ≥ c/|x|, where c = g(0)² / (2(|k| + 1)) > 0.

If the left side were integrable, 1/|x| would be integrable near 0. But for 0 < ε < δ,

∫ dx/|x| over ε < |x| < δ = 2 ln(δ/ε),

which grows without bound as ε → 0.

The Lean proof writes the same comparison the other way round, as 1/|x| ≤ (1/c) g(x)²/|w(x)|. The closing `calc` block first replaces 1/|x| by (|k| + 1)/|w(x)| and then g(0)²/2 by g(x)². The logarithmic divergence comes from Mathlib: a function that dominates 1/x near an interior point 0 is not integrable across it.

The theorem assumes nothing about w and g away from the origin, not even measurability. Part (f) adds continuity on the whole interval, and there the failure of integrability means that the integral is infinite.

```lean
/-- If the weight has a simple zero at the origin and `g` is continuous and nonzero there, then `g²
/ |w|` is not integrable on `[-1,1]`. -/
theorem not_integrableOn_sq_div_abs {w g : ℝ → ℝ} {k : ℝ} (hw : HasDerivAt w k 0)
    (hw0 : w 0 = 0) (hk : k ≠ 0) (hg : ContinuousAt g 0) (hg0 : g 0 ≠ 0) :
    ¬ IntegrableOn (fun x => g x ^ 2 / |w x|) (Icc (-1 : ℝ) 1) := by
  intro h
  have hI : IntervalIntegrable (fun x => g x ^ 2 / |w x|) volume (-1) 1 :=
    (intervalIntegrable_iff_integrableOn_Icc_of_le (by norm_num)).mpr h
  -- it suffices that `1/x` is dominated by the integrand near the zero
  refine not_intervalIntegrable_of_sub_inv_isBigO_punctured (c := 0) ?_ (by norm_num)
    (Set.mem_uIcc.mpr (Or.inl ⟨by norm_num, by norm_num⟩)) hI
  refine Asymptotics.IsBigO.of_bound (2 * (|k| + 1) / g 0 ^ 2) ?_
  have hpos : 0 < g 0 ^ 2 := by positivity
  have hg2 : ∀ᶠ x in 𝓝[≠] (0 : ℝ), g 0 ^ 2 / 2 < g x ^ 2 :=
    ((hg.tendsto.pow 2).eventually
      (lt_mem_nhds (show g 0 ^ 2 / 2 < g 0 ^ 2 by linarith))).filter_mono nhdsWithin_le_nhds
  filter_upwards [weight_linear_bounds hw hw0 hk, hg2, self_mem_nhdsWithin] with x hb hgx hx
  have hx0 : x ≠ 0 := hx
  have hx' : 0 < |x| := abs_pos.mpr hx0
  have hwx : 0 < |w x| := lt_of_lt_of_le (by positivity) hb.1
  have hgx' : g 0 ^ 2 / 2 ≤ g x ^ 2 := hgx.le
  rw [sub_zero, norm_inv, Real.norm_eq_abs,
    Real.norm_of_nonneg (by positivity : 0 ≤ g x ^ 2 / |w x|)]
  calc |x|⁻¹ ≤ (|k| + 1) / |w x| := by
        rw [inv_eq_one_div, div_le_div_iff₀ hx' hwx]
        linarith [hb.2]
    _ = 2 * (|k| + 1) / g 0 ^ 2 * ((g 0 ^ 2 / 2) / |w x|) := by field_simp
    _ ≤ 2 * (|k| + 1) / g 0 ^ 2 * (g x ^ 2 / |w x|) := by gcongr
```

## (c) The mass of |w| is finite and nonzero

**Task.** Let w be continuous on [-1,1] with a simple zero at the origin. Show that 0 < Z < ∞.

**Solution.** A continuous function on a compact interval is bounded, so Z < ∞. For the other bound, choose δ with 0 < δ < 1 such that the lower estimate in (a) holds for 0 < |x| < δ. Then

Z ≥ ∫ (|k|/2) |x| dx over |x| < δ = |k| δ²/2 > 0.

Lean proves finiteness in the same way and positivity by a shorter route. If Z were 0, then w would vanish almost everywhere, and 1/|w| would be 0 almost everywhere under the division convention. It would then be integrable, which contradicts (b) with g = 1.

```lean
/-- A continuous weight with a simple zero at the origin has finite and nonzero total mass. -/
theorem weightMass_ne {w : ℝ → ℝ} {k : ℝ} (hc : ContinuousOn w (Icc (-1) 1))
    (hw : HasDerivAt w k 0) (hw0 : w 0 = 0) (hk : k ≠ 0) :
    weightMass w ≠ 0 ∧ weightMass w ≠ ∞ := by
  have hint : IntegrableOn (fun x => |w x|) (Icc (-1 : ℝ) 1) :=
    hc.abs.integrableOn_compact isCompact_Icc
  refine ⟨fun h0 => ?_, hint.lintegral_lt_top.ne⟩
  -- a weight vanishing almost everywhere would contradict the previous theorem with `g = 1`
  have hae := (lintegral_eq_zero_iff' hint.aestronglyMeasurable.aemeasurable.ennreal_ofReal).mp h0
  refine not_integrableOn_sq_div_abs (g := fun _ => 1) hw hw0 hk continuousAt_const one_ne_zero ?_
  refine (integrable_zero ℝ ℝ (volume.restrict (Icc (-1 : ℝ) 1))).congr ?_
  filter_upwards [hae] with x hx
  have h1 : |w x| = 0 := le_antisymm (ENNReal.ofReal_eq_zero.mp hx) (abs_nonneg _)
  simp [h1]
```

## (d) The sampling law is a probability measure

**Task.** Under the assumptions of (c), show that the sampling law has total mass 1.

**Solution.** The total mass is

(1/Z) ∫ |w(x)| dx = Z/Z = 1,

and the cancellation is allowed because 0 < Z < ∞.

The Lean proof unfolds the law on the whole line and cancels the mass, using both halves of (c).

```lean
/-- The sampling law of a continuous weight with a simple zero at the origin is a probability
measure. -/
theorem samplingLaw_isProbability {w : ℝ → ℝ} {k : ℝ} (hc : ContinuousOn w (Icc (-1) 1))
    (hw : HasDerivAt w k 0) (hw0 : w 0 = 0) (hk : k ≠ 0) :
    IsProbabilityMeasure (samplingLaw w) := by
  obtain ⟨h0, ht⟩ := weightMass_ne hc hw hw0 hk
  constructor
  rw [samplingLaw, Measure.smul_apply, withDensity_apply _ MeasurableSet.univ,
    Measure.restrict_univ, smul_eq_mul]
  exact ENNReal.inv_mul_cancel h0 ht
```

## (e) Averages are integrals weighted by |w|

**Task.** Let F be a nonnegative measurable observable, possibly with infinite values. Show that

E[F] = (1/Z) ∫ |w(x)| F(x) dx.

**Solution.** The sampling law is (1/Z)|w(x)| dx on [-1,1]. Integrating F against it places the density |w| under the integral and the constant 1/Z in front.

The Lean statement requires only that w is continuous on [-1,1] and that F is measurable up to a null set. Reading it as an average over a probability law uses (d). The proof applies the integration rules for a scaled measure and for a measure with a density.

```lean
/-- For a weight continuous on `[-1,1]`, the integral of a nonnegative measurable observable over
the sampling law is its integral against `|w|` on `[-1,1]` divided by the total mass. -/
theorem lintegral_samplingLaw {w : ℝ → ℝ} (hc : ContinuousOn w (Icc (-1) 1)) {F : ℝ → ℝ≥0∞}
    (hF : AEMeasurable F (volume.restrict (Icc (-1 : ℝ) 1))) :
    ∫⁻ x, F x ∂(samplingLaw w) =
      (weightMass w)⁻¹ * ∫⁻ x in Icc (-1 : ℝ) 1, ENNReal.ofReal |w x| * F x := by
  have hm : AEMeasurable (fun x => ENNReal.ofReal |w x|) (volume.restrict (Icc (-1 : ℝ) 1)) :=
    (hc.abs.aemeasurable measurableSet_Icc).ennreal_ofReal
  rw [samplingLaw, lintegral_smul_measure, lintegral_withDensity_eq_lintegral_mul₀ hm hF,
    smul_eq_mul]
  rfl
```

## (f) The mean is finite, the second moment and the variance are infinite

**Task.** Let w and g be continuous on [-1,1], let w have a simple zero at the origin, and let g(0) ≠ 0. Show that g/w has a finite mean under the sampling law, while its second moment and its variance are infinite.

**Solution.** In the first absolute moment, the weight cancels the only factor 1/|w|. Part (e) gives

E[|g/w|] = (1/Z) ∫ |w| |g/w| dx ≤ (1/Z) ∫ |g| dx < ∞,

since g is bounded on [-1,1]. In the second moment, one factor 1/|w| survives:

E[(g/w)²] = (1/Z) ∫ |w| g²/w² dx = (1/Z) ∫ g²/|w| dx = ∞,

by (b). Finally, let m be the mean. If the variance were finite, then

E[(g/w)²] = Var(g/w) + m²

would be finite too, which is a contradiction.

**Example: w(x) = x, g = 1.** Here Z = 1 and the estimator is 1/x. Its first absolute moment is 2, and its mean is 0 by symmetry. If the points with |x| ≤ ε are left out, for 0 < ε < 1, the second moment becomes

∫ dx/|x| over ε < |x| ≤ 1 = 2 ln(1/ε).

The divergence is only logarithmic, so a finite run can return a moderate sample variance although the true variance is infinite.

The Lean theorem has three conclusions. `Integrable` states that the estimator has a finite mean. The second moment is a `∫⁻` integral equal to `∞`. The variance is `evariance`, the version of the variance with values in [0,∞], and it also equals `∞`.

The proof establishes the second moment first, as `h2`. The identity `he` is the cancellation of one weight factor, and `htop` turns the non-integrability from (b) into an infinite integral, with continuity supplying measurability. The first moment follows from the bound by ∫ |g|. For the variance, Mathlib's `evariance_eq_top` reduces the claim to showing that the estimator is not square integrable, which is `h2`.

The result concerns a real weight in one variable with the zero at the origin; zeros along surfaces in many dimensions are not treated. For independent samples, the sample average still converges to the mean by the law of large numbers, but the usual error bar σ/√N has no finite σ to estimate.

```lean
/-- For a continuous weight with a simple zero at the origin and a continuous `g` nonzero there,
the estimator `g / w` sampled from `|w|` has a finite mean, an infinite second moment and an
infinite variance. -/
theorem estimator_infinite_variance {w g : ℝ → ℝ} {k : ℝ} (hc : ContinuousOn w (Icc (-1) 1))
    (hgc : ContinuousOn g (Icc (-1) 1)) (hw : HasDerivAt w k 0) (hw0 : w 0 = 0) (hk : k ≠ 0)
    (hg0 : g 0 ≠ 0) :
    Integrable (fun x => g x / w x) (samplingLaw w) ∧
    ∫⁻ x, ENNReal.ofReal ((g x / w x) ^ 2) ∂(samplingLaw w) = ∞ ∧
    ProbabilityTheory.evariance (fun x => g x / w x) (samplingLaw w) = ∞ := by
  obtain ⟨hm0, hmt⟩ := weightMass_ne hc hw hw0 hk
  have := samplingLaw_isProbability hc hw hw0 hk
  have hwm := hc.aemeasurable (μ := volume) measurableSet_Icc
  have hgm := hgc.aemeasurable (μ := volume) measurableSet_Icc
  have hq : AEMeasurable (fun x => g x / w x) (volume.restrict (Icc (-1 : ℝ) 1)) := hgm.div hwm
  have hql : AEStronglyMeasurable (fun x => g x / w x) (samplingLaw w) :=
    ((hq.mono_ac (withDensity_absolutelyContinuous _ _)).smul_measure _).aestronglyMeasurable
  -- second moment: the weight cancels one of the two factors `1/|w|`
  have h2 : ∫⁻ x, ENNReal.ofReal ((g x / w x) ^ 2) ∂(samplingLaw w) = ∞ := by
    rw [lintegral_samplingLaw hc (hq.pow_const 2).ennreal_ofReal]
    have he : ∀ x, ENNReal.ofReal |w x| * ENNReal.ofReal ((g x / w x) ^ 2) =
        ENNReal.ofReal (g x ^ 2 / |w x|) := by
      intro x
      rw [← ENNReal.ofReal_mul (abs_nonneg _)]
      congr 1
      by_cases hx : w x = 0
      · simp [hx]
      · have hx' : |w x| ≠ 0 := abs_ne_zero.mpr hx
        rw [div_pow, ← sq_abs (w x)]
        field_simp
    simp_rw [he]
    have htop : ∫⁻ x in Icc (-1 : ℝ) 1, ENNReal.ofReal (g x ^ 2 / |w x|) = ∞ := by
      by_contra hne
      refine not_integrableOn_sq_div_abs hw hw0 hk
        (hgc.continuousAt (Icc_mem_nhds (by norm_num) (by norm_num))) hg0 ⟨?_, ?_⟩
      · exact ((hgm.pow_const 2).div
          (hc.abs.aemeasurable measurableSet_Icc)).aestronglyMeasurable
      · exact (hasFiniteIntegral_iff_ofReal
          (Eventually.of_forall fun x => by positivity)).mpr (lt_top_iff_ne_top.mpr hne)
    rw [htop]
    exact ENNReal.mul_top (ENNReal.inv_ne_zero.mpr hmt)
  refine ⟨⟨hql, ?_⟩, h2, ?_⟩
  · -- first moment: the weight cancels the only factor `1/|w|`
    rw [hasFiniteIntegral_iff_norm, lintegral_samplingLaw hc hq.norm.ennreal_ofReal]
    refine ENNReal.mul_lt_top (ENNReal.inv_lt_top.mpr (pos_iff_ne_zero.mpr hm0)) ?_
    have hgi : IntegrableOn (fun x => |g x|) (Icc (-1 : ℝ) 1) :=
      hgc.abs.integrableOn_compact isCompact_Icc
    refine lt_of_le_of_lt (lintegral_mono fun x => ?_) hgi.lintegral_lt_top
    rw [← ENNReal.ofReal_mul (abs_nonneg _)]
    apply ENNReal.ofReal_le_ofReal
    rw [Real.norm_eq_abs, ← abs_mul]
    by_cases hx : w x = 0
    · simp [hx]
    · rw [mul_div_cancel₀ _ hx]
  · refine ProbabilityTheory.evariance_eq_top hql fun hL => ?_
    exact ((memLp_two_iff_integrable_sq hql).mp hL).lintegral_lt_top.ne h2
```

## (g) A square-root zero leaves g²/|w| integrable

**Task.** Take w(x) = √|x| and g = 1. Show that g²/|w| is integrable on [-1,1].

**Solution.** The function is even, and on (0,1] it equals x^(-1/2). Therefore

∫ dx/√|x| over [-1,1] = 2 ∫ x^(-1/2) dx over (0,1] = 2 · 2 = 4.

This weight is continuous and vanishes at the origin, but it has no derivative there. It rises from its zero faster than any linear function, so the upper bound in (a) fails. Continuity and a zero of w are thus not enough for the conclusion of (b).

The Lean theorem states integrability and not the value 4. Its proof uses the integrability of x^(-1/2) on the right half, obtains the left half by the reflection x → -x, and joins the two.

```lean
/-- For the weight `√|x|`, which vanishes at the origin without being differentiable there, and
`g = 1`, the function `g² / |w|` is integrable on `[-1,1]`. -/
theorem integrableOn_of_sqrt_zero :
    IntegrableOn (fun x : ℝ => (1 : ℝ) ^ 2 / abs (√(abs x))) (Icc (-1 : ℝ) 1) := by
  have hr : IntervalIntegrable (fun x : ℝ => x ^ (-(1 / 2) : ℝ)) volume 0 1 :=
    intervalIntegral.intervalIntegrable_rpow' (by norm_num)
  have h1 : IntervalIntegrable (fun x : ℝ => (1 : ℝ) ^ 2 / abs (√(abs x))) volume 0 1 := by
    rw [intervalIntegrable_iff_integrableOn_Ioc_of_le zero_le_one] at hr ⊢
    refine hr.congr_fun (fun x hx => ?_) measurableSet_Ioc
    have hx0 : 0 < x := hx.1
    simp only [abs_of_pos hx0, abs_of_nonneg (Real.sqrt_nonneg x)]
    rw [Real.rpow_neg hx0.le, ← Real.sqrt_eq_rpow, one_pow, one_div]
  -- the left half follows by reflection
  have h2 : IntervalIntegrable (fun x : ℝ => (1 : ℝ) ^ 2 / abs (√(abs x))) volume (-1) 0 := by
    have h3 := (IntervalIntegrable.iff_comp_neg).mp h1
    simp only [abs_neg, neg_zero] at h3
    exact h3.symm
  exact (intervalIntegrable_iff_integrableOn_Icc_of_le (by norm_num)).mp (h2.trans h1)

end WeightZeroInfiniteVariance
```

```lean
#print axioms WeightZeroInfiniteVariance.estimator_infinite_variance
#print axioms WeightZeroInfiniteVariance.integrableOn_of_sqrt_zero
```

```
'WeightZeroInfiniteVariance.estimator_infinite_variance' depends on axioms: [propext, Classical.choice, Quot.sound]
'WeightZeroInfiniteVariance.integrableOn_of_sqrt_zero' depends on axioms: [propext, Classical.choice, Quot.sound]
```
